# The minimum of the Bethe free energy on a finite open chain is −ln(Z)/b

On an open chain of at least two sites with a finite nonempty state set, real nearest-neighbour energies and inverse temperature b > 0, the Bethe free energy, minimised over neighbour distributions that agree on shared sites, equals −ln(Z)/b exactly. The minimum is attained.

```lean
import Mathlib

open Finset Real

namespace BetheChain

noncomputable section

variable {S : Type*} [Fintype S]

/-- Energy of a configuration of an open chain with `N` bonds and `N + 1` sites. -/
def chainEnergy (E : ℕ → S → S → ℝ) (N : ℕ) (s : Fin (N + 1) → S) : ℝ :=
  ∑ k : Fin N, E k (s k.castSucc) (s k.succ)

/-- Canonical partition function of the chain with `N` bonds at inverse temperature `b`. -/
def partitionFunction (b : ℝ) (E : ℕ → S → S → ℝ) (N : ℕ) : ℝ :=
  ∑ s : Fin (N + 1) → S, exp (-b * chainEnergy E N s)

/-- Shannon entropy of a single-site distribution. -/
def siteEntropy (r : S → ℝ) : ℝ := -∑ x, r x * log (r x)

/-- Shannon entropy of a pair distribution. -/
def pairEntropy (q : S → S → ℝ) : ℝ := -∑ x, ∑ y, q x y * log (q x y)

/-- Distribution of the right-hand site of a pair. -/
def rightMarginal (q : S → S → ℝ) (y : S) : ℝ := ∑ x, q x y

/-- Mean energy of one bond minus its pair entropy over `b`. -/
def bondFreeEnergy (b : ℝ) (e q : S → S → ℝ) : ℝ :=
  (∑ x, ∑ y, q x y * e x y) - pairEntropy q / b

/-- Bethe free energy of a chain with bonds `0, …, n`: the bond free energies plus the
entropies of the `n` interior sites over `b`. -/
def betheFreeEnergy (b : ℝ) (E : ℕ → S → S → ℝ) (n : ℕ) (p : ℕ → S → S → ℝ) : ℝ :=
  ∑ k ∈ range (n + 1), bondFreeEnergy b (E k) (p k) +
    ∑ k ∈ range n, siteEntropy (rightMarginal (p k)) / b

/-- Pair distributions on the bonds `0, …, n` that agree on every shared site. -/
structure LocallyConsistent (n : ℕ) (p : ℕ → S → S → ℝ) : Prop where
  nonneg : ∀ k ≤ n, ∀ x y, 0 ≤ p k x y
  norm : ∀ k ≤ n, ∑ x, ∑ y, p k x y = 1
  agree : ∀ k < n, ∀ x, rightMarginal (p k) x = ∑ y, p (k + 1) x y

/-- Partition function of the first `k` bonds with the state of the last site held fixed. -/
def forwardWeight (b : ℝ) (E : ℕ → S → S → ℝ) : ℕ → S → ℝ
  | 0 => fun _ => 1
  | k + 1 => fun y => ∑ x, forwardWeight b E k x * exp (-b * E k x y)

theorem forwardWeight_pos [Nonempty S] (b : ℝ) (E : ℕ → S → S → ℝ) (k : ℕ) :
    ∀ y, 0 < forwardWeight b E k y := by
  induction k with
  | zero => intro y; exact one_pos
  | succ k ih =>
    intro y
    exact sum_pos (fun x _ => mul_pos (ih x) (exp_pos _)) univ_nonempty

/-- The Boltzmann sum of any observable of the last site is its sum against the forward weights. -/
theorem boltzmann_sum_last (b : ℝ) (E : ℕ → S → S → ℝ) (N : ℕ) : ∀ f : S → ℝ,
    ∑ s : Fin (N + 1) → S, exp (-b * chainEnergy E N s) * f (s (Fin.last N)) =
      ∑ y, forwardWeight b E N y * f y := by
  induction N with
  | zero =>
    intro f
    refine Fintype.sum_equiv (Equiv.funUnique (Fin 1) S) _ _ (fun s => ?_)
    have h : chainEnergy E 0 s = 0 := by simp [chainEnergy]
    rw [h, mul_zero, exp_zero]
    rfl
  | succ N ih =>
    intro f
    -- split off the last site
    have hs : ∀ F : (Fin (N + 2) → S) → ℝ, ∑ s, F s =
        ∑ y, ∑ t : Fin (N + 1) → S, F (Fin.snoc (α := fun _ => S) t y) := by
      intro F
      rw [← (Fin.snocEquiv (fun _ => S)).sum_comp, Fintype.sum_prod_type]
      rfl
    rw [hs]
    refine sum_congr rfl fun y _ => ?_
    have key : ∀ t : Fin (N + 1) → S,
        chainEnergy E (N + 1) (Fin.snoc (α := fun _ => S) t y) =
          chainEnergy E N t + E N (t (Fin.last N)) y := by
      intro t
      unfold chainEnergy
      rw [Fin.sum_univ_castSucc]
      simp only [Fin.succ_castSucc, Fin.succ_last, Fin.snoc_castSucc, Fin.snoc_last,
        Fin.val_castSucc, Fin.val_last]
    calc _ = ∑ t : Fin (N + 1) → S, exp (-b * chainEnergy E N t) *
          (exp (-b * E N (t (Fin.last N)) y) * f y) := by
          refine sum_congr rfl fun t _ => ?_
          rw [key, Fin.snoc_last, mul_add, exp_add, mul_assoc]
      _ = ∑ x, forwardWeight b E N x * (exp (-b * E N x y) * f y) :=
          ih (fun x => exp (-b * E N x y) * f y)
      _ = _ := by simp only [forwardWeight, sum_mul, mul_assoc]

/-- Log-sum inequality for nonnegative `a` and positive `c`. -/
theorem log_sum_inequality [Nonempty S] (a c : S → ℝ) (ha : ∀ i, 0 ≤ a i)
    (hc : ∀ i, 0 < c i) :
    (∑ i, a i) * (log (∑ i, a i) - log (∑ i, c i)) ≤
      ∑ i, a i * (log (a i) - log (c i)) := by
  have hC : 0 < ∑ i, c i := sum_pos (fun i _ => hc i) univ_nonempty
  rcases (sum_nonneg (fun i _ => ha i) : 0 ≤ ∑ i, a i).eq_or_lt with h0 | hA
  · have hz : ∀ i, a i = 0 := fun i =>
      (sum_eq_zero_iff_of_nonneg (fun i _ => ha i)).1 h0.symm i (mem_univ i)
    simp [hz]
  · set A := ∑ i, a i with hAdef
    set C := ∑ i, c i with hCdef
    -- termwise bound from log x ≤ x - 1
    have ht : ∀ i, a i * (log A - log C) + (a i - c i * (A / C)) ≤
        a i * (log (a i) - log (c i)) := by
      intro i
      rcases (ha i).eq_or_lt with h | h
      · rw [← h]
        have := mul_pos (hc i) (div_pos hA hC)
        linarith
      · have hl := log_le_sub_one_of_pos (div_pos (mul_pos (hc i) (div_pos hA hC)) h)
        rw [log_div (mul_pos (hc i) (div_pos hA hC)).ne' h.ne',
          log_mul (hc i).ne' (div_pos hA hC).ne', log_div hA.ne' hC.ne'] at hl
        have hm := mul_le_mul_of_nonneg_left hl h.le
        have he : a i * (c i * (A / C) / a i - 1) = c i * (A / C) - a i := by
          rw [mul_sub, mul_div_cancel₀ _ h.ne', mul_one]
        rw [he] at hm
        linarith
    have hsum := sum_le_sum (fun i (_ : i ∈ univ) => ht i)
    rw [sum_add_distrib, sum_sub_distrib, ← sum_mul, ← sum_mul, ← hAdef, ← hCdef] at hsum
    have hcan : C * (A / C) = A := by field_simp
    linarith

theorem bond_identity [Nonempty S] {b : ℝ} (hb : 0 < b) (E : ℕ → S → S → ℝ) (k : ℕ)
    (q : S → S → ℝ) :
    ∑ y, ∑ x, q x y * (log (q x y) - log (forwardWeight b E k x * exp (-b * E k x y))) =
      b * bondFreeEnergy b (E k) q - ∑ x, (∑ y, q x y) * log (forwardWeight b E k x) := by
  have h : b * bondFreeEnergy b (E k) q =
      b * (∑ x, ∑ y, q x y * E k x y) + ∑ x, ∑ y, q x y * log (q x y) := by
    unfold bondFreeEnergy pairEntropy
    rw [mul_sub, mul_div_assoc', mul_div_cancel_left₀ _ hb.ne', sub_neg_eq_add]
  rw [h, sum_comm]
  simp only [mul_sum, sum_mul, ← sum_add_distrib, ← sum_sub_distrib]
  refine sum_congr rfl fun x _ => sum_congr rfl fun y _ => ?_
  rw [log_mul (forwardWeight_pos b E k x).ne' (exp_pos _).ne', log_exp]
  ring

theorem bethe_succ (b : ℝ) (E : ℕ → S → S → ℝ) (n : ℕ) (p : ℕ → S → S → ℝ) :
    betheFreeEnergy b E (n + 1) p = betheFreeEnergy b E n p +
      bondFreeEnergy b (E (n + 1)) (p (n + 1)) + siteEntropy (rightMarginal (p n)) / b := by
  unfold betheFreeEnergy
  rw [sum_range_succ (fun k => bondFreeEnergy b (E k) (p k)) (n + 1),
    sum_range_succ (fun k => siteEntropy (rightMarginal (p k)) / b) n]
  ring

theorem relative_split (r u : S → ℝ) : ∑ y, r y * (log (r y) - log (u y)) =
    -siteEntropy r - ∑ y, r y * log (u y) := by
  simp only [siteEntropy, mul_sub, sum_sub_distrib, neg_neg]

/-- For locally consistent pairs, `b` times the Bethe free energy is at least the relative
entropy sum of the last site's distribution against the forward weights. -/
theorem bethe_lower_bound [Nonempty S] {b : ℝ} (hb : 0 < b) (E : ℕ → S → S → ℝ)
    (p : ℕ → S → S → ℝ) (n : ℕ) (hp : LocallyConsistent n p) :
    ∑ y, rightMarginal (p n) y *
      (log (rightMarginal (p n) y) - log (forwardWeight b E (n + 1) y)) ≤
        b * betheFreeEnergy b E n p := by
  -- log-sum inequality on the last bond, for each state of its right-hand site
  have hbond := sum_le_sum (fun y (_ : y ∈ univ) => log_sum_inequality (fun x => p n x y)
    (fun x => forwardWeight b E n x * exp (-b * E n x y)) (fun x => hp.nonneg n le_rfl x y)
    (fun x => mul_pos (forwardWeight_pos b E n x) (exp_pos _)))
  rw [bond_identity hb] at hbond
  refine le_trans (le_of_eq rfl) (hbond.trans ?_)
  cases n with
  | zero => simp [betheFreeEnergy, forwardWeight]
  | succ n =>
    have ih := bethe_lower_bound hb E p n ⟨fun k hk => hp.nonneg k (by omega),
      fun k hk => hp.norm k (by omega), fun k hk => hp.agree k (by omega)⟩
    rw [relative_split] at ih
    simp only [← hp.agree n (Nat.lt_succ_self n)]
    rw [bethe_succ, mul_add, mul_add, mul_div_assoc', mul_div_cancel_left₀ _ hb.ne']
    linarith

/-- For every positive distribution `q` of the last site, some locally consistent family
ending in `q` turns the lower bound into an equality. -/
theorem bethe_bound_attained [Nonempty S] {b : ℝ} (hb : 0 < b) (E : ℕ → S → S → ℝ)
    (n : ℕ) : ∀ q : S → ℝ, (∀ y, 0 < q y) → ∑ y, q y = 1 →
    ∃ p, LocallyConsistent n p ∧ rightMarginal (p n) = q ∧ b * betheFreeEnergy b E n p =
      ∑ y, q y * (log (q y) - log (forwardWeight b E (n + 1) y)) := by
  -- positive pair weights on bond k with right marginal q that give equality in the bond bound
  have hopt : ∀ (k : ℕ) (q : S → ℝ), (∀ y, 0 < q y) → ∃ P : S → S → ℝ,
      (∀ x y, 0 < P x y) ∧ rightMarginal P = q ∧ b * bondFreeEnergy b (E k) P -
        ∑ x, (∑ y, P x y) * log (forwardWeight b E k x) =
          ∑ y, q y * (log (q y) - log (forwardWeight b E (k + 1) y)) := by
    intro k q hq
    have hu := forwardWeight_pos b E (k + 1)
    have hc : ∀ x y, 0 < forwardWeight b E k x * exp (-b * E k x y) :=
      fun x y => mul_pos (forwardWeight_pos b E k x) (exp_pos _)
    have hg : ∀ y, 0 < q y / forwardWeight b E (k + 1) y := fun y => div_pos (hq y) (hu y)
    have hr : ∀ y, ∑ x, q y / forwardWeight b E (k + 1) y *
        (forwardWeight b E k x * exp (-b * E k x y)) = q y := by
      intro y
      rw [← mul_sum]
      exact div_mul_cancel₀ (q y) (hu y).ne'
    refine ⟨fun x y => q y / forwardWeight b E (k + 1) y *
      (forwardWeight b E k x * exp (-b * E k x y)),
      fun x y => mul_pos (hg y) (hc x y), funext hr, ?_⟩
    rw [← bond_identity hb]
    refine sum_congr rfl fun y _ => ?_
    simp only [log_mul (hg y).ne' (hc _ y).ne', add_sub_cancel_right]
    rw [← sum_mul, hr, log_div (hq y).ne' (hu y).ne']
  induction n with
  | zero =>
    intro q hq h1
    obtain ⟨P, hP, hr, hv⟩ := hopt 0 q hq
    refine ⟨fun _ => P, ⟨fun _ _ x y => (hP x y).le, fun _ _ => ?_,
      fun k hk => absurd hk (Nat.not_lt_zero k)⟩, hr, ?_⟩
    · rw [sum_comm, ← h1, ← hr]; rfl
    · rw [← hv]; simp [betheFreeEnergy, forwardWeight]
  | succ n ih =>
    intro q hq h1
    obtain ⟨P, hP, hr, hv⟩ := hopt (n + 1) q hq
    have hP1 : ∑ x, ∑ y, P x y = 1 := by rw [sum_comm, ← h1, ← hr]; rfl
    obtain ⟨p, hp, hpr, hpv⟩ := ih (fun x => ∑ y, P x y)
      (fun x => sum_pos (fun y _ => hP x y) univ_nonempty) hP1
    -- append the new bond to the shorter chain
    let p' : ℕ → S → S → ℝ := fun k => if k ≤ n then p k else P
    have hold : ∀ k ≤ n, p' k = p k := fun k hk => if_pos hk
    have hnew : p' (n + 1) = P := if_neg (by omega)
    have hF : betheFreeEnergy b E n p' = betheFreeEnergy b E n p := by
      unfold betheFreeEnergy
      congr 1
      · exact sum_congr rfl fun k hk => by rw [hold k (by have := mem_range.1 hk; omega)]
      · exact sum_congr rfl fun k hk => by rw [hold k (by have := mem_range.1 hk; omega)]
    refine ⟨p', ⟨fun k hk x y => ?_, fun k hk => ?_, fun k hk x => ?_⟩, ?_, ?_⟩
    · rcases Nat.le_succ_iff.1 hk with h | h
      · rw [hold k h]; exact hp.nonneg k h x y
      · rw [h, hnew]; exact (hP x y).le
    · rcases Nat.le_succ_iff.1 hk with h | h
      · rw [hold k h]; exact hp.norm k h
      · rw [h, hnew]; exact hP1
    · rcases Nat.lt_succ_iff_lt_or_eq.1 hk with h | h
      · rw [hold k h.le, hold (k + 1) h]; exact hp.agree k h x
      · rw [h, hold n le_rfl, hnew, hpr]
    · rw [hnew, hr]
    · rw [relative_split] at hpv
      rw [bethe_succ, hF, hold n le_rfl, hnew, hpr, mul_add, mul_add, mul_div_assoc',
        mul_div_cancel_left₀ _ hb.ne', ← hv]
      linarith

/-- On an open chain of `n + 2` sites, the least Bethe free energy over locally consistent
pair distributions is exactly `-ln(Z)/b`. -/
theorem bethe_minimum_eq_free_energy [Nonempty S] {b : ℝ} (hb : 0 < b)
    (E : ℕ → S → S → ℝ) (n : ℕ) :
    IsLeast (betheFreeEnergy b E n '' {p | LocallyConsistent n p})
      (-log (partitionFunction b E (n + 1)) / b) := by
  have hZ : partitionFunction b E (n + 1) = ∑ y, forwardWeight b E (n + 1) y := by
    have h := boltzmann_sum_last b E (n + 1) (fun _ => 1)
    simp only [mul_one] at h
    exact h
  have hu := forwardWeight_pos b E (n + 1)
  have hpos : 0 < partitionFunction b E (n + 1) := by
    rw [hZ]; exact sum_pos (fun y _ => hu y) univ_nonempty
  constructor
  · -- the end site carries its Gibbs distribution
    have h1 : ∑ y, forwardWeight b E (n + 1) y / partitionFunction b E (n + 1) = 1 := by
      rw [← sum_div, ← hZ, div_self hpos.ne']
    obtain ⟨p, hp, -, hv⟩ := bethe_bound_attained hb E n
      (fun y => forwardWeight b E (n + 1) y / partitionFunction b E (n + 1))
      (fun y => div_pos (hu y) hpos) h1
    refine ⟨p, hp, ?_⟩
    have hval : b * betheFreeEnergy b E n p = -log (partitionFunction b E (n + 1)) := by
      rw [hv]
      simp only [log_div (hu _).ne' hpos.ne', sub_sub_cancel_left]
      rw [← sum_mul, h1, one_mul]
    rw [eq_div_iff hb.ne', mul_comm, hval]
  · rintro _ ⟨p, hp, rfl⟩
    have h1 : ∑ y, rightMarginal (p n) y = 1 := by
      rw [← hp.norm n le_rfl, sum_comm]; rfl
    have hlog := log_sum_inequality (rightMarginal (p n)) (forwardWeight b E (n + 1))
      (fun y => sum_nonneg fun x _ => hp.nonneg n le_rfl x y) hu
    rw [h1, ← hZ, log_one, one_mul, zero_sub] at hlog
    rw [div_le_iff₀ hb, mul_comm]
    exact hlog.trans (bethe_lower_bound hb E p n hp)

end

end BetheChain
```

```lean
#print axioms BetheChain.bethe_minimum_eq_free_energy
-- 'BetheChain.bethe_minimum_eq_free_energy' depends on axioms: [propext, Classical.choice, Quot.sound]
```

## Energies, entropies and the constraint on shared sites

The chain has sites 0, …, n+1 and bonds 0, …, n, where bond k joins sites k and k+1. With S the set of states of one site, a configuration s is a function `Fin (n + 2) → S`, and

Z = Σ_s exp(−b Σ_k E_k(s_k, s_{k+1})).

This is `partitionFunction b E (n + 1)`, whose last argument counts bonds. Energies may differ from bond to bond, and single-site fields can be absorbed into them. The parameter b is 1/(k_B T), which sets the exchange rate between energy and entropy.

The variational object is a family of pair distributions p_k(x,y). `LocallyConsistent` requires them to be nonnegative, to sum to 1, and to satisfy

r_k(x) = Σ_y p_{k+1}(x,y) for k < n, where r_k(y) = Σ_x p_k(x,y).

Thus r_k, the `rightMarginal` of bond k, is the distribution of site k+1. No joint distribution of the whole chain is assumed. With H(p) = −Σ p ln p, the functional is

F = Σ_{k=0}^{n} f_k + Σ_{k=0}^{n−1} H(r_k)/b,
f_k = Σ_{x,y} p_k(x,y) E_k(x,y) − H(p_k)/b.

The site terms correct for interior sites, each of which enters two pair entropies. For n = 0 there are none. Lean sets log 0 = 0, which agrees with the usual convention 0 ln 0 = 0.

In `bethe_minimum_eq_free_energy`, `IsLeast` says that −ln(Z)/b is a value of F on some consistent family and that no consistent family gives less. `E` and `p` are indexed by all naturals, but only bonds 0, …, n matter. Uniqueness of the minimiser is not stated, and closed rings and longer-range couplings are not covered.

For an open quantum chain of at least two sites, all with the same finite local dimension, whose Hamiltonian is a sum of nearest-neighbour terms diagonal in one product basis, Z is the quantum partition function, so the theorem gives its thermal free energy from two-site populations. Terms that are not diagonal in a common product basis, in particular non-commuting ones, do not fit this model.

## The lower bound, bond by bond

Define forward weights, which are partition functions with the last site held fixed:

u_0(y) = 1,
u_{k+1}(y) = Σ_x u_k(x) exp(−b E_k(x,y)).

They are positive, by `forwardWeight_pos`, and Σ_y u_{n+1}(y) = Z. The sum rule is the case of the constant observable 1 in `boltzmann_sum_last`, which is proved by induction, splitting off the last site with `Fin.snoc`. It allows an arbitrary observable of the last site, because the inductive step must absorb the new Boltzmann factor into that observable.

The main inequality is `log_sum_inequality`. For a_i ≥ 0 and c_i > 0, with sums A and C,

A (ln A − ln C) ≤ Σ_i a_i (ln a_i − ln c_i).

If A = 0, both sides vanish. Otherwise, for a_i > 0, put t = c_i A/(C a_i) in ln t ≤ t − 1 and multiply by a_i:

a_i (ln a_i − ln c_i) ≥ a_i (ln A − ln C) + a_i − c_i A/C.

For a_i = 0 this also holds, since the right side is then negative. Summing over i cancels the last two terms.

On bond k, fix y and take a_x = p_k(x,y) and c_x = u_k(x) exp(−b E_k(x,y)). Their sums are r_k(y) and u_{k+1}(y). Write

D_k = Σ_y r_k(y) [ln r_k(y) − ln u_{k+1}(y)].

Summing the inequality over y and expanding the logarithm of c_x, which is `bond_identity`, gives

D_k ≤ b f_k − Σ_x (Σ_y p_k(x,y)) ln u_k(x).

For k = 0 the last sum vanishes because u_0 = 1. For k ≥ 1, consistency replaces the left marginal by r_{k−1}, and `relative_split` supplies

−Σ_x r_{k−1}(x) ln u_k(x) = D_{k−1} + H(r_{k−1}).

Hence D_k ≤ D_{k−1} + b f_k + H(r_{k−1}). The added terms are exactly b times what F gains with one more bond, as `bethe_succ` records. Recursion in `bethe_lower_bound` therefore yields D_n ≤ bF. One more log-sum inequality, at the end site, gives

D_n ≥ 1 · (ln 1 − ln Z) = −ln Z,

so F ≥ −ln(Z)/b.

## A family that reaches the bound

Equality holds when a_x/c_x does not depend on x. Given a positive distribution q for the right-hand site of bond k, `bethe_bound_attained` therefore chooses

p_k(x,y) = [q(y)/u_{k+1}(y)] u_k(x) exp(−b E_k(x,y)).

Its right marginal is q. Its left marginal is positive and becomes the prescribed right marginal of bond k−1, so the induction builds a consistent family from the last bond backwards, with bF = D_n. The final theorem starts from q = u_{n+1}/Z, the Gibbs distribution of the end site. Then ln q(y) − ln u_{n+1}(y) = −ln Z for every y, and D_n = −ln Z.

## Three two-state sites

Take n = 1, b = 1, and energy 0 for equal neighbours and ln 2 for unequal ones. The Boltzmann factors are 1 and 1/2, so u_1 = 3/2 and u_2 = 9/4 in both states, and Z = 9/2.

The minimising pair distributions have probability 1/3 for each equal pair and 1/6 for each unequal pair. On each bond the mean energy is (1/3) ln 2 and the pair entropy is ln 3 + (1/3) ln 2, so f_0 = f_1 = −ln 3. The middle site has entropy ln 2, and

F = −2 ln 3 + ln 2 = −ln(9/2) ≈ −1.504.

Uniform pair distributions are also consistent, but give F = −2 ln 2 ≈ −1.386, which is higher.

## Prescribing the end-site distribution

The same argument handles a chain whose last site is held at a given positive distribution q. Stopping before the final log-sum inequality gives the constrained minimum

F_min(q) = (1/b) Σ_y q(y) [ln q(y) − ln u_{n+1}(y)].

Here −ln u_{n+1}(y)/b acts as an effective energy for the end site, with the rest of the chain summed out.
